# In a multiband Drude model with field-independent bands, a magnetic field never lowers the resistivity

Take two bands with the same zero-field conductivity \(s>0\) and opposite mobilities \(m\) and \(-m\), in a field \(B\) perpendicular to the current. Their Hall conductivities cancel, and each contributes \(s/(1+m^2B^2)\) along the electric field. The resistivity is therefore

\[
\rho_{xx}(B)=\frac{1+m^2B^2}{2s}\;\ge\;\frac{1}{2s}=\rho_{xx}(0).
\]

A single band behaves differently. Its conductivities are \(\sigma_{xx}=s/(1+m^2B^2)\) and \(\sigma_{xy}=smB/(1+m^2B^2)\), so \(\sigma_{xx}^2+\sigma_{xy}^2=s^2/(1+m^2B^2)\) and \(\rho_{xx}=\sigma_{xx}/(\sigma_{xx}^2+\sigma_{xy}^2)=1/s\) in every field. The transverse Hall field balances the Lorentz force on all carriers of one band, but it cannot do so for two bands with different mobilities. The increase in resistivity comes from that mismatch.

The general result covers any finite, nonempty set of bands with positive zero-field conductivities \(s_i\) and real mobilities \(m_i\), none of which depends on \(B\).

## The bands and their conductivity tensor

```lean
import Mathlib

open Finset

namespace MultibandDrude

noncomputable section

variable {ι : Type*} [Fintype ι]
```

The type `ι` is the set of band labels, and `Fintype ι` says that it is finite. Theorems that need at least one band add `[Nonempty ι]`.

```lean
/-- Longitudinal conductivity of band `i` with zero-field conductivity `s i` and mobility `m i`
in the magnetic field `B`. -/
def bandXX (s m : ι → ℝ) (B : ℝ) (i : ι) : ℝ := s i / (1 + (m i * B) ^ 2)
```

A function `s : ι → ℝ` assigns a real number to each band. With the abbreviation \(x_i=m_iB\), the definition reads

\[
w_i=\frac{s_i}{1+x_i^2}.
\]

This is the Drude response along the electric field for an isotropic band with a single relaxation time. The mobility carries the sign of the charge: with \(B\) along \(+z\), holes have \(m_i>0\) and electrons \(m_i<0\).

```lean
/-- Total longitudinal conductivity. -/
def sigmaXX (s m : ι → ℝ) (B : ℝ) : ℝ := ∑ i, bandXX s m B i
```

The bands conduct in parallel, so \(\sigma_{xx}=\sum_i w_i\).

```lean
/-- Total Hall conductivity. -/
def sigmaXY (s m : ι → ℝ) (B : ℝ) : ℝ := ∑ i, s i * (m i * B) / (1 + (m i * B) ^ 2)
```

The Hall conductivity is \(\sigma_{xy}=\sum_i s_ix_i/(1+x_i^2)=\sum_i w_ix_i\). Electrons and holes enter with opposite signs.

```lean
/-- Longitudinal resistivity. -/
def rhoXX (s m : ι → ℝ) (B : ℝ) : ℝ :=
  sigmaXX s m B / (sigmaXX s m B ^ 2 + sigmaXY s m B ^ 2)
```

With \(N=\sigma_{xx}^2+\sigma_{xy}^2\), the resistivity along the current is \(\rho_{xx}=\sigma_{xx}/N\).

```lean
/-- Hall resistivity. -/
def rhoHall (s m : ι → ℝ) (B : ℝ) : ℝ :=
  sigmaXY s m B / (sigmaXX s m B ^ 2 + sigmaXY s m B ^ 2)
```

Likewise \(\rho_H=\sigma_{xy}/N\). In the sign convention used here this is the \(yx\) entry of the resistivity tensor, which is positive for a single hole band in a positive field.

```lean
/-- Spread of the products `m i * B` over pairs of bands, weighted by the band conductivities in the
field. -/
def mobilitySpread (s m : ι → ℝ) (B : ℝ) : ℝ :=
  1 / 2 * ∑ i, ∑ j, bandXX s m B i * bandXX s m B j * ((m i - m j) * B) ^ 2
```

The mobility spread is

\[
Q=\tfrac12\sum_{i,j}w_iw_j(x_i-x_j)^2 .
\]

It measures how much the bands disagree in \(m_iB\). The factor \(\tfrac12\) compensates for counting each pair twice.

## Positive conductivity and a genuine resistivity

```lean
omit [Fintype ι] in
/-- The longitudinal conductivity of each band is positive in every field. -/
lemma bandXX_pos {s : ι → ℝ} (hs : ∀ i, 0 < s i) (m : ι → ℝ) (B : ℝ) (i : ι) :
    0 < bandXX s m B i :=
  div_pos (hs i) (by positivity)
```

The hypothesis `hs : ∀ i, 0 < s i` says that every \(s_i\) is positive. Since \(1+x_i^2>0\), each \(w_i\) is a quotient of positive numbers. The tactic `positivity` proves the claim about the denominator.

```lean
/-- The longitudinal conductivity is positive in every field. -/
theorem sigmaXX_pos [Nonempty ι] {s : ι → ℝ} (hs : ∀ i, 0 < s i) (m : ι → ℝ) (B : ℝ) :
    0 < sigmaXX s m B :=
  Finset.sum_pos (fun i _ => bandXX_pos hs m B i) Finset.univ_nonempty
```

A sum of positive terms over a nonempty set is positive, so \(\sigma_{xx}>0\). Hence \(N>0\), and the resistivities have a nonzero denominator.

```lean
/-- The resistivity tensor is the inverse of the conductivity tensor. -/
theorem conductivity_mul_resistivity [Nonempty ι] {s : ι → ℝ} (hs : ∀ i, 0 < s i)
    (m : ι → ℝ) (B : ℝ) :
    !![sigmaXX s m B, sigmaXY s m B; -sigmaXY s m B, sigmaXX s m B] *
      !![rhoXX s m B, -rhoHall s m B; rhoHall s m B, rhoXX s m B] = 1 := by
  have ha := sigmaXX_pos hs m B
  have hN : sigmaXX s m B ^ 2 + sigmaXY s m B ^ 2 ≠ 0 := by positivity
  have h1 : sigmaXX s m B * rhoXX s m B + sigmaXY s m B * rhoHall s m B = 1 := by
    unfold rhoXX rhoHall
    rw [← mul_div_assoc, ← mul_div_assoc, ← add_div, div_eq_one_iff_eq hN]
    ring
  have h2 : sigmaXX s m B * rhoHall s m B = sigmaXY s m B * rhoXX s m B := by
    unfold rhoXX rhoHall
    ring
  ext i j
  fin_cases i <;> fin_cases j <;> simp [Matrix.mul_apply, Fin.sum_univ_succ] <;> linarith
```

The notation `!![...]` writes a matrix row by row. The theorem says

\[
\begin{pmatrix}\sigma_{xx}&\sigma_{xy}\\-\sigma_{xy}&\sigma_{xx}\end{pmatrix}
\begin{pmatrix}\rho_{xx}&-\rho_H\\ \rho_H&\rho_{xx}\end{pmatrix}=1 .
\]

By hand, the diagonal entries are \(\sigma_{xx}\rho_{xx}+\sigma_{xy}\rho_H=N/N=1\), which is `h1`. The off-diagonal entries vanish because \(\sigma_{xx}\rho_H=\sigma_{xy}\rho_{xx}\), which is `h2`. The last line splits the matrix equation into its four entries and settles each from these two facts.

```lean
/-- At zero field the resistivity is the reciprocal of the summed band conductivities. -/
theorem rhoXX_zero_field [Nonempty ι] {s : ι → ℝ} (hs : ∀ i, 0 < s i) (m : ι → ℝ) :
    rhoXX s m 0 * ∑ i, s i = 1 := by
  have hS : 0 < ∑ i, s i := Finset.sum_pos (fun i _ => hs i) Finset.univ_nonempty
  have ha : sigmaXX s m 0 = ∑ i, s i := by simp [sigmaXX, bandXX]
  have hb : sigmaXY s m 0 = 0 := by simp [sigmaXY]
  unfold rhoXX
  rw [ha, hb, div_mul_eq_mul_div, div_eq_one_iff_eq (by positivity)]
  ring
```

At \(B=0\) every \(x_i\) vanishes, so \(\sigma_{xy}=0\) and \(\sigma_{xx}=S\), where \(S=\sum_i s_i\). Then \(\rho_{xx}(0)\,S=(S/S^2)\,S=1\). This identifies \(1/S\) as the zero-field resistivity.

## The spread as an exact difference

```lean
/-- The mobility spread is the total zero-field conductivity times the longitudinal conductivity,
minus the determinant of the conductivity tensor. -/
theorem spread_identity (s m : ι → ℝ) (B : ℝ) :
    (∑ i, s i) * sigmaXX s m B - (sigmaXX s m B ^ 2 + sigmaXY s m B ^ 2)
      = mobilitySpread s m B := by
  have hS : ∑ i, s i = sigmaXX s m B + ∑ i, bandXX s m B i * (m i * B) ^ 2 := by
    unfold sigmaXX
    rw [← Finset.sum_add_distrib]
    refine Finset.sum_congr rfl fun i _ => ?_
    have h : 1 + (m i * B) ^ 2 ≠ 0 := by positivity
    calc s i = s i / (1 + (m i * B) ^ 2) * (1 + (m i * B) ^ 2) := (div_mul_cancel₀ _ h).symm
      _ = bandXX s m B i + bandXX s m B i * (m i * B) ^ 2 := by unfold bandXX; ring
  have hb : sigmaXY s m B = ∑ i, bandXX s m B i * (m i * B) := by
    unfold sigmaXY bandXX
    exact Finset.sum_congr rfl fun i _ => by ring
  -- expand the squared differences into products of single sums
  have hQ : ∑ i, ∑ j, bandXX s m B i * bandXX s m B j * ((m i - m j) * B) ^ 2
      = (∑ i, bandXX s m B i * (m i * B) ^ 2) * (∑ j, bandXX s m B j)
        + (∑ i, bandXX s m B i) * (∑ j, bandXX s m B j * (m j * B) ^ 2)
        - 2 * ((∑ i, bandXX s m B i * (m i * B)) * (∑ j, bandXX s m B j * (m j * B))) := by
    rw [Finset.sum_mul_sum, Finset.sum_mul_sum, Finset.sum_mul_sum, Finset.mul_sum,
      ← Finset.sum_add_distrib, ← Finset.sum_sub_distrib]
    refine Finset.sum_congr rfl fun i _ => ?_
    rw [Finset.mul_sum, ← Finset.sum_add_distrib, ← Finset.sum_sub_distrib]
    exact Finset.sum_congr rfl fun j _ => by ring
  unfold mobilitySpread
  rw [hQ, hS, hb]
  unfold sigmaXX
  ring
```

The identity is \(S\sigma_{xx}-N=Q\). To derive it, invert the definition of \(w_i\):

\[
s_i=w_i(1+x_i^2)\quad\Longrightarrow\quad S=\sigma_{xx}+\sum_i w_ix_i^2 .
\]

Multiply by \(\sigma_{xx}\) and subtract \(N\). The terms \(\sigma_{xx}^2\) cancel, leaving

\[
S\sigma_{xx}-N=\Big(\sum_i w_ix_i^2\Big)\Big(\sum_j w_j\Big)-\Big(\sum_i w_ix_i\Big)^2 .
\]

Expanding the square in \(Q\) gives the same expression:

\[
\tfrac12\sum_{i,j}w_iw_j(x_i^2+x_j^2-2x_ix_j)
=\Big(\sum_i w_ix_i^2\Big)\Big(\sum_j w_j\Big)-\Big(\sum_i w_ix_i\Big)^2 .
\]

In the proof, `hS` is the formula for \(S\), `hb` is \(\sigma_{xy}=\sum_i w_ix_i\), and `hQ` expands the double sum. The tactic `ring` then checks the remaining polynomial identity. No sign condition on \(s_i\) is needed at this stage.

```lean
/-- Exact formula for the increase of the resistivity over its zero-field value. -/
theorem magnetoresistance_formula [Nonempty ι] {s : ι → ℝ} (hs : ∀ i, 0 < s i)
    (m : ι → ℝ) (B : ℝ) :
    rhoXX s m B - 1 / ∑ i, s i = mobilitySpread s m B /
      ((∑ i, s i) * (sigmaXX s m B ^ 2 + sigmaXY s m B ^ 2)) := by
  have ha := sigmaXX_pos hs m B
  have hN : sigmaXX s m B ^ 2 + sigmaXY s m B ^ 2 ≠ 0 := by positivity
  have hS : ∑ i, s i ≠ 0 := (Finset.sum_pos (fun i _ => hs i) Finset.univ_nonempty).ne'
  rw [← spread_identity]
  unfold rhoXX
  rw [div_sub_div _ _ hN hS]
  congr 1 <;> ring
```

Putting the two resistivities over a common denominator gives

\[
\rho_{xx}-\frac1S=\frac{\sigma_{xx}}{N}-\frac1S=\frac{S\sigma_{xx}-N}{SN}=\frac{Q}{SN}.
\]

The proof rewrites both sides of the claim: `← spread_identity` replaces \(Q\) by \(S\sigma_{xx}-N\) on the right, and `div_sub_div` combines the fractions on the left. Numerators and denominators then agree by `ring`.

## The bound and the case of equality

```lean
/-- In a multiband Drude conductor the resistivity in any magnetic field is at least the reciprocal
of the summed zero-field band conductivities. -/
theorem resistivity_lower_bound [Nonempty ι] {s : ι → ℝ} (hs : ∀ i, 0 < s i)
    (m : ι → ℝ) (B : ℝ) : 1 / ∑ i, s i ≤ rhoXX s m B := by
  have hS : 0 < ∑ i, s i := Finset.sum_pos (fun i _ => hs i) Finset.univ_nonempty
  have hQ : 0 ≤ mobilitySpread s m B := by
    refine mul_nonneg (by norm_num) (Finset.sum_nonneg fun i _ => Finset.sum_nonneg fun j _ => ?_)
    exact mul_nonneg (mul_pos (bandXX_pos hs m B i) (bandXX_pos hs m B j)).le (sq_nonneg _)
  rw [← sub_nonneg, magnetoresistance_formula hs]
  exact div_nonneg hQ (by positivity)
```

Every term of \(Q\) is a product of positive weights and a square, so \(Q\ge0\); this is `hQ`. Since \(SN>0\), the exact formula gives

\[
\rho_{xx}(B)\ge\frac{1}{\sum_i s_i}.
\]

The rewrite with `sub_nonneg` turns the inequality into the statement that the difference is nonnegative, where the formula applies.

In fits of magnetotransport data, a measured resistivity below its zero-field value therefore cannot be reproduced by this model of independent, isotropic bands, whatever positive \(s_i\) and real \(m_i\) are chosen, as long as they do not vary with the field. Real conductors can show such a decrease, for example when the field suppresses weak localisation, a quantum interference effect that raises the resistivity and that the Drude model omits.

```lean
/-- The resistivity equals the reciprocal of the summed zero-field band conductivities exactly when
the field vanishes or all bands have the same mobility. -/
theorem resistivity_eq_iff [Nonempty ι] {s : ι → ℝ} (hs : ∀ i, 0 < s i) (m : ι → ℝ) (B : ℝ) :
    rhoXX s m B = 1 / ∑ i, s i ↔ B = 0 ∨ ∀ i j, m i = m j := by
  have ha := sigmaXX_pos hs m B
  have hS : 0 < ∑ i, s i := Finset.sum_pos (fun i _ => hs i) Finset.univ_nonempty
  have hD : (∑ i, s i) * (sigmaXX s m B ^ 2 + sigmaXY s m B ^ 2) ≠ 0 := by positivity
  have hw : ∀ i j, 0 < bandXX s m B i * bandXX s m B j := fun i j =>
    mul_pos (bandXX_pos hs m B i) (bandXX_pos hs m B j)
  have hn : ∀ i j, 0 ≤ bandXX s m B i * bandXX s m B j * ((m i - m j) * B) ^ 2 := fun i j =>
    mul_nonneg (hw i j).le (sq_nonneg _)
  rw [← sub_eq_zero, magnetoresistance_formula hs, div_eq_zero_iff, or_iff_left hD]
  constructor
  · intro h
    by_cases hB : B = 0
    · exact Or.inl hB
    · refine Or.inr fun i j => ?_
      -- a vanishing sum of nonnegative terms has only vanishing terms
      have h0 : ∑ i, ∑ j, bandXX s m B i * bandXX s m B j * ((m i - m j) * B) ^ 2 = 0 := by
        unfold mobilitySpread at h
        linarith
      have h1 := (Finset.sum_eq_zero_iff_of_nonneg
        (fun i _ => Finset.sum_nonneg fun j _ => hn i j)).mp h0 i (Finset.mem_univ i)
      have h2 := (Finset.sum_eq_zero_iff_of_nonneg (fun j _ => hn i j)).mp h1 j
        (Finset.mem_univ j)
      have h3 := pow_eq_zero_iff (two_ne_zero) |>.mp
        ((mul_eq_zero.mp h2).resolve_left (hw i j).ne')
      exact sub_eq_zero.mp ((mul_eq_zero.mp h3).resolve_right hB)
  · rintro (h | h)
    · simp [mobilitySpread, h]
    · have h' : ∀ i j, m i - m j = 0 := fun i j => sub_eq_zero.mpr (h i j)
      simp [mobilitySpread, h']
```

The symbol `↔` means "if and only if": \(\rho_{xx}(B)=1/S\) holds exactly when \(B=0\) or all mobilities are equal. For a single band the second alternative is automatic, in agreement with the opening calculation.

By hand, equality means \(Q=0\). A sum of nonnegative terms vanishes only if each term does, so \(w_iw_j\big((m_i-m_j)B\big)^2=0\) for all \(i,j\). The weights are positive, hence \((m_i-m_j)B=0\), and if \(B\ne0\) then \(m_i=m_j\). Conversely, either alternative makes every term zero.

The Lean proof first reduces the equality to \(Q=0\). It then applies `Finset.sum_eq_zero_iff_of_nonneg` twice, once for each sum, and removes the nonzero factors. The `rintro` branch treats the two converse cases.

## Two bands in closed form

```lean
/-- Relative magnetoresistance of a two-band conductor in closed form. -/
theorem two_band_magnetoresistance {s₁ s₂ : ℝ} (h₁ : 0 < s₁) (h₂ : 0 < s₂) (m₁ m₂ B : ℝ) :
    rhoXX ![s₁, s₂] ![m₁, m₂] B * (s₁ + s₂) - 1 =
      s₁ * s₂ * (m₁ - m₂) ^ 2 * B ^ 2 /
        ((s₁ + s₂) ^ 2 + (s₁ * m₂ + s₂ * m₁) ^ 2 * B ^ 2) := by
  have d₁ : 1 + (m₁ * B) ^ 2 ≠ 0 := by positivity
  have d₂ : 1 + (m₂ * B) ^ 2 ≠ 0 := by positivity
  have hD : (s₁ + s₂) ^ 2 + (s₁ * m₂ + s₂ * m₁) ^ 2 * B ^ 2 ≠ 0 := by positivity
  have ha : sigmaXX ![s₁, s₂] ![m₁, m₂] B =
      (s₁ * (1 + (m₂ * B) ^ 2) + s₂ * (1 + (m₁ * B) ^ 2)) /
        ((1 + (m₁ * B) ^ 2) * (1 + (m₂ * B) ^ 2)) := by
    simp only [sigmaXX, bandXX, Fin.sum_univ_two, Matrix.cons_val_zero, Matrix.cons_val_one]
    rw [div_add_div _ _ d₁ d₂]
    congr 1
    ring
  -- the determinant of the conductivity tensor over a common denominator
  have hN : sigmaXX ![s₁, s₂] ![m₁, m₂] B ^ 2 + sigmaXY ![s₁, s₂] ![m₁, m₂] B ^ 2 =
      ((s₁ + s₂) ^ 2 + (s₁ * m₂ + s₂ * m₁) ^ 2 * B ^ 2) /
        ((1 + (m₁ * B) ^ 2) * (1 + (m₂ * B) ^ 2)) := by
    simp only [sigmaXX, sigmaXY, bandXX, Fin.sum_univ_two, Matrix.cons_val_zero,
      Matrix.cons_val_one]
    rw [div_add_div _ _ d₁ d₂, div_add_div _ _ d₁ d₂, div_pow, div_pow, ← add_div,
      div_eq_div_iff (pow_ne_zero 2 (mul_ne_zero d₁ d₂)) (mul_ne_zero d₁ d₂)]
    ring
  unfold rhoXX
  rw [hN, ha, div_div_div_cancel_right₀ (mul_ne_zero d₁ d₂), div_mul_eq_mul_div,
    div_sub_one hD]
  congr 1
  ring

end

end MultibandDrude
```

Here `![s₁, s₂]` lists the values for two bands. The left side is the relative magnetoresistance \((\rho_{xx}(B)-\rho_{xx}(0))/\rho_{xx}(0)\), and the theorem states

\[
\rho_{xx}(B)(s_1+s_2)-1=\frac{s_1s_2(m_1-m_2)^2B^2}{(s_1+s_2)^2+(s_1m_2+s_2m_1)^2B^2}.
\]

For the derivation, set \(D_k=1+x_k^2\) for \(k=1,2\). Over a common denominator,

\[
\sigma_{xx}=\frac{s_1D_2+s_2D_1}{D_1D_2}.
\]

The combination \(\sigma_{xx}+\mathrm i\sigma_{xy}=\sum_k s_k/(1-\mathrm i x_k)\) has squared modulus

\[
N=\frac{(s_1+s_2)^2+(s_1x_2+s_2x_1)^2}{D_1D_2}.
\]

The factor \(D_1D_2\) cancels in \(\rho_{xx}=\sigma_{xx}/N\). After multiplying by \(s_1+s_2\) and subtracting 1, the numerator is

\[
(s_1+s_2)(s_1x_2^2+s_2x_1^2)-(s_1x_2+s_2x_1)^2=s_1s_2(x_1-x_2)^2 ,
\]

and \(x_k=m_kB\) gives the stated formula. In Lean, `ha` and `hN` are the two common-denominator expressions. The second is obtained with real fractions and cross-multiplication instead of complex numbers.

For a numerical instance in dimensionless units, take \(s_1=2\), \(s_2=5\), \(m_1=1\), \(m_2=2\) and \(B=1\). Then \(w_1=2/2=1\) and \(w_2=5/5=1\), so

\[
\sigma_{xx}=2,\qquad \sigma_{xy}=1+2=3,\qquad N=4+9=13,\qquad \rho_{xx}=\tfrac{2}{13}.
\]

The zero-field value is \(1/7\), which is smaller. The spread is \(Q=(1-2)^2=1\), matching \(S\sigma_{xx}-N=14-13\), and the increase is \(2/13-1/7=1/91=Q/(SN)\). The relative increase is \(14/13-1=1/13\), and the closed formula agrees: \(10/(49+81)=1/13\).

```lean
#print axioms MultibandDrude.rhoXX_zero_field
#print axioms MultibandDrude.resistivity_lower_bound
#print axioms MultibandDrude.resistivity_eq_iff
#print axioms MultibandDrude.two_band_magnetoresistance
```

```
'MultibandDrude.rhoXX_zero_field' depends on axioms: [propext, Classical.choice, Quot.sound]
'MultibandDrude.resistivity_lower_bound' depends on axioms: [propext, Classical.choice, Quot.sound]
'MultibandDrude.resistivity_eq_iff' depends on axioms: [propext, Classical.choice, Quot.sound]
'MultibandDrude.two_band_magnetoresistance' depends on axioms: [propext, Classical.choice, Quot.sound]
```
